# Two vacuum-polarization insertions with distinct fixed masses: a Yukawa difference with zero volume integral

Let the Coulomb potential 1/r of a static unit charge be corrected by two successive one-loop vacuum-polarization insertions, with fixed spectral masses a ≠ b, both positive. With the spectral weights left out, the resulting correction is

V(r) = (a² e^(−ar) − b² e^(−br)) / ((a² − b²) r).

Its three-dimensional Fourier transform is 4πq²/((q² + a²)(q² + b²)), its integral ∫₀^∞ r² V(r) dr is zero, and at fixed r > 0 it tends to (1 − ar/2) e^(−ar)/r as b → a.

A spectral mass labels one component of the loop. The one-loop polarization is a weighted superposition of such components, and for an electron loop the masses start at twice the electron mass. Apart from its weight, a component of mass a multiplies the Coulomb term 4π/q² by q²/(q² + a²).

## The momentum factor and its candidate potential

```lean
import Mathlib

open MeasureTheory Filter Set
open scoped Topology

namespace IteratedVacuumPolarization

noncomputable section
```

All quantities below are real numbers. Units have ħ = c = 1, so a mass is an inverse length.

```lean
/-- The photon propagator `1/y` times the one-loop factors `y/(y + a²)` and `y/(y + b²)`, in
simplified form, as a function of the squared momentum `y`; its domain is `y ≠ -a²`, `y ≠ -b²`. -/
def loopFactor (a b y : ℝ) : ℝ := y / ((y + a ^ 2) * (y + b ^ 2))
```

A `def` introduces a name. Here `y` stands for q², and

loopFactor(a, b, y) = y/((y + a²)(y + b²)).

For y ≠ 0 this is the product of the photon propagator 1/y and the two insertions y/(y + a²) and y/(y + b²). Only the 4π is left out.

```lean
/-- The Yukawa potential with screening mass `a`, for `a > 0` and `r > 0`. -/
def yukawa (a r : ℝ) : ℝ := Real.exp (-(a * r)) / r
```

This is the Yukawa potential e^(−ar)/r with unit strength and positive sign.

```lean
/-- The potential of the iterated one-loop term, for distinct positive masses `a`, `b` and `r > 0`.
-/
def iteratedPotential (a b r : ℝ) : ℝ :=
  (a ^ 2 * Real.exp (-(a * r)) - b ^ 2 * Real.exp (-(b * r))) / ((a ^ 2 - b ^ 2) * r)
```

This is V(r) from the opening. Nothing in the definition ties it to `loopFactor`; that link is a theorem further down.

```lean
/-- Three-dimensional Fourier transform of a central potential `V` at momentum `q`, after the
angular integration; its domain is the potentials for which the radial integral converges
absolutely. -/
def radialFourier (V : ℝ → ℝ) (q : ℝ) : ℝ :=
  4 * Real.pi * ∫ r in Ioi (0 : ℝ), r ^ 2 * V r * Real.sinc (q * r)
```

For a central potential, the angular part of ∫ V(r) e^(−iq·r) d³r gives 4π sin(qr)/(qr), which leaves

4π ∫₀^∞ r² V(r) sinc(qr) dr.

The definition starts from this radial form. `Real.sinc` is sin x/x without a factor π in the argument, and it equals 1 at x = 0, so q = 0 is included. `Ioi 0` is the open half-line r > 0.

## Two elementary integrals

```lean
/-- Distinct positive masses have distinct squares. -/
theorem sq_sub_sq_ne_zero {a b : ℝ} (ha : 0 < a) (hb : 0 < b) (hab : a ≠ b) :
    a ^ 2 - b ^ 2 ≠ 0 := by
  intro h
  have h' : (a - b) * (a + b) = 0 := by linear_combination h
  rcases mul_eq_zero.mp h' with h1 | h1
  · exact hab (by linarith)
  · linarith
```

In a `theorem`, the hypotheses stand before the first colon that lies outside all brackets, and the claim stands after it. `ha : 0 < a` is the assumption a > 0 under the name `ha`. The claim is a² − b² ≠ 0. If a² − b² = (a − b)(a + b) were zero, then either a = b or a + b = 0, and both are excluded. The proof treats these two cases in turn.

```lean
/-- For `a > 0` and real `q` the damped sine wave `exp(-ar) sin(qr)` is integrable on the half-line
`r > 0`, with integral `q / (q² + a²)`. -/
theorem integral_exp_mul_sin {a : ℝ} (ha : 0 < a) (q : ℝ) :
    IntegrableOn (fun r : ℝ => Real.exp (-(a * r)) * Real.sin (q * r)) (Ioi 0) ∧
    ∫ r in Ioi (0 : ℝ), Real.exp (-(a * r)) * Real.sin (q * r) = q / (q ^ 2 + a ^ 2) := by
  have hD : q ^ 2 + a ^ 2 ≠ 0 := by positivity
  have hE : IntegrableOn (fun r : ℝ => Real.exp (-(a * r))) (Ioi 0) := by
    simpa [neg_mul] using exp_neg_integrableOn_Ioi 0 ha
  have hint : IntegrableOn (fun r : ℝ => Real.exp (-(a * r)) * Real.sin (q * r)) (Ioi 0) := by
    refine Integrable.mono' hE (Continuous.aestronglyMeasurable (by fun_prop))
      (Eventually.of_forall fun r => ?_)
    rw [norm_mul, Real.norm_eq_abs, Real.norm_eq_abs, abs_of_pos (Real.exp_pos _)]
    exact mul_le_of_le_one_right (Real.exp_pos _).le (Real.abs_sin_le_one _)
  have hlim : Tendsto (fun r : ℝ => Real.exp (-(a * r))) atTop (𝓝 0) :=
    Real.tendsto_exp_neg_atTop_nhds_zero.comp (tendsto_id.const_mul_atTop ha)
  -- a decaying exponential times a bounded oscillating factor vanishes at infinity
  have hosc : Tendsto (fun r : ℝ => Real.exp (-(a * r)) *
      (a * Real.sin (q * r) + q * Real.cos (q * r))) atTop (𝓝 0) := by
    refine squeeze_zero_norm (a := fun r : ℝ => Real.exp (-(a * r)) * (|a| + |q|))
      (fun r => ?_) (by simpa using hlim.mul_const (|a| + |q|))
    rw [norm_mul, Real.norm_eq_abs, Real.norm_eq_abs, abs_of_pos (Real.exp_pos _)]
    refine mul_le_mul_of_nonneg_left ((abs_add_le _ _).trans ?_) (Real.exp_pos _).le
    rw [abs_mul, abs_mul]
    exact add_le_add (mul_le_of_le_one_right (abs_nonneg _) (Real.abs_sin_le_one _))
      (mul_le_of_le_one_right (abs_nonneg _) (Real.abs_cos_le_one _))
  refine ⟨hint, ?_⟩
  have key := integral_Ioi_of_hasDerivAt_of_tendsto' (a := (0 : ℝ))
    (f := fun r : ℝ => -(Real.exp (-(a * r)) *
      (a * Real.sin (q * r) + q * Real.cos (q * r))) / (q ^ 2 + a ^ 2))
    (fun x _ => by
      have h1 := ((hasDerivAt_id' x).const_mul a).fun_neg.exp
      have hs := ((hasDerivAt_id' x).const_mul q).sin
      have hc := ((hasDerivAt_id' x).const_mul q).cos
      refine ((h1.fun_mul ((hs.const_mul a).fun_add (hc.const_mul q))).fun_neg.div_const
        (q ^ 2 + a ^ 2)).congr_deriv ?_
      rw [div_eq_iff hD]
      ring) hint (hosc.neg.div_const (q ^ 2 + a ^ 2))
  rw [key]
  simp
  ring
```

The claim has two parts joined by `∧` ("and"): the integrand is integrable, and

∫₀^∞ e^(−ar) sin(qr) dr = q/(q² + a²).

Lean assigns the value 0 to the integral of a non-integrable function, so the first part is needed to give the second its usual meaning. By hand, take

F(r) = −e^(−ar) (a sin qr + q cos qr)/(q² + a²).

Differentiating, the cosine terms cancel and the sine terms add up to (a² + q²) e^(−ar) sin(qr)/(q² + a²), so F′(r) = e^(−ar) sin(qr). Since F(∞) = 0 and F(0) = −q/(q² + a²), the integral is F(∞) − F(0) = q/(q² + a²).

In the proof, `hint` obtains integrability from the bound |e^(−ar) sin(qr)| ≤ e^(−ar), `hosc` shows that F vanishes at infinity, and `key` applies the fundamental theorem of calculus on the half-line.

```lean
/-- For `a > 0` the function `r exp(-ar)` is integrable on the half-line, with integral `1/a²`. -/
theorem integral_mul_exp {a : ℝ} (ha : 0 < a) :
    IntegrableOn (fun r : ℝ => r * Real.exp (-(a * r))) (Ioi 0) ∧
    ∫ r in Ioi (0 : ℝ), r * Real.exp (-(a * r)) = 1 / a ^ 2 := by
  have hD : a ^ 2 ≠ 0 := by positivity
  have hat : Tendsto (fun r : ℝ => a * r) atTop atTop := tendsto_id.const_mul_atTop ha
  have h0 : Tendsto (fun r : ℝ => Real.exp (-(a * r))) atTop (𝓝 0) :=
    Real.tendsto_exp_neg_atTop_nhds_zero.comp hat
  have h1 : Tendsto (fun r : ℝ => a * r * Real.exp (-(a * r))) atTop (𝓝 0) := by
    simpa [Function.comp_def] using
      (Real.tendsto_pow_mul_exp_neg_atTop_nhds_zero 1).comp hat
  have hlim := (h1.add h0).neg.div_const (a ^ 2)
  have hder : ∀ x ∈ Ici (0 : ℝ), HasDerivAt
      (fun r : ℝ => -(a * r * Real.exp (-(a * r)) + Real.exp (-(a * r))) / a ^ 2)
      (x * Real.exp (-(a * x))) x := by
    intro x _
    have hl := (hasDerivAt_id' x).const_mul a
    have he := hl.fun_neg.exp
    refine (((hl.fun_mul he).fun_add he).fun_neg.div_const (a ^ 2)).congr_deriv ?_
    rw [div_eq_iff hD]
    ring
  have hpos : ∀ x ∈ Ioi (0 : ℝ), 0 ≤ x * Real.exp (-(a * x)) :=
    fun x hx => mul_nonneg (le_of_lt hx) (Real.exp_pos _).le
  have hint := integrableOn_Ioi_deriv_of_nonneg' hder hpos hlim
  refine ⟨hint, ?_⟩
  rw [integral_Ioi_of_hasDerivAt_of_tendsto' hder hint hlim]
  simp
  ring
```

The second integral is

∫₀^∞ r e^(−ar) dr = 1/a².

The antiderivative is G(r) = −(ar + 1) e^(−ar)/a², because

G′(r) = −(a − a(ar + 1)) e^(−ar)/a² = r e^(−ar).

With G(∞) = 0 and G(0) = −1/a² the value follows. Integrability comes from the fact that the integrand is non-negative and its antiderivative has a finite limit.

## From Yukawa terms to the iterated potential

```lean
/-- For `a > 0` the Yukawa potential has the convergent Fourier transform `4π / (q² + a²)` at
every real momentum `q`. -/
theorem yukawa_fourier {a : ℝ} (ha : 0 < a) (q : ℝ) :
    IntegrableOn (fun r : ℝ => r ^ 2 * yukawa a r * Real.sinc (q * r)) (Ioi 0) ∧
    radialFourier (yukawa a) q = 4 * Real.pi / (q ^ 2 + a ^ 2) := by
  unfold radialFourier
  by_cases hq : q = 0
  · subst hq
    have heq : EqOn (fun r : ℝ => r ^ 2 * yukawa a r * Real.sinc (0 * r))
        (fun r => r * Real.exp (-(a * r))) (Ioi 0) := by
      intro r hr
      have hr0 : r ≠ 0 := ne_of_gt hr
      simp only [yukawa, zero_mul, Real.sinc_zero]
      field_simp
    refine ⟨(integral_mul_exp ha).1.congr_fun heq.symm measurableSet_Ioi, ?_⟩
    rw [setIntegral_congr_fun measurableSet_Ioi heq, (integral_mul_exp ha).2]
    ring
  · have heq : EqOn (fun r : ℝ => r ^ 2 * yukawa a r * Real.sinc (q * r))
        (fun r => Real.exp (-(a * r)) * Real.sin (q * r) / q) (Ioi 0) := by
      intro r hr
      have hr0 : r ≠ 0 := ne_of_gt hr
      simp only [yukawa, Real.sinc_of_ne_zero (mul_ne_zero hq hr0)]
      field_simp
    have hi : IntegrableOn (fun r : ℝ => Real.exp (-(a * r)) * Real.sin (q * r) / q) (Ioi 0) :=
      (integral_exp_mul_sin ha q).1.div_const q
    refine ⟨hi.congr_fun heq.symm measurableSet_Ioi, ?_⟩
    rw [setIntegral_congr_fun measurableSet_Ioi heq, integral_div, (integral_exp_mul_sin ha q).2,
      div_right_comm, div_self hq]
    ring
```

The Yukawa potential has transform 4π/(q² + a²) at every real q. For q ≠ 0 the integrand simplifies to

r² · e^(−ar)/r · sin(qr)/(qr) = e^(−ar) sin(qr)/q,

whose integral is 1/(q² + a²). For q = 0 it is r e^(−ar), with integral 1/a². Multiplying by 4π gives the claim. `by_cases` makes this split, and `heq` records the simplified integrand in each case.

```lean
/-- For distinct positive masses and `y ≥ 0`, `loopFactor a b y` is a difference of two single-mass
terms, divided by `a² - b²`. -/
theorem loopFactor_partial_fractions {a b y : ℝ} (ha : 0 < a) (hb : 0 < b) (hab : a ≠ b)
    (hy : 0 ≤ y) :
    loopFactor a b y = (a ^ 2 / (y + a ^ 2) - b ^ 2 / (y + b ^ 2)) / (a ^ 2 - b ^ 2) := by
  have h := sq_sub_sq_ne_zero ha hb hab
  have h1 : y + a ^ 2 ≠ 0 := by positivity
  have h2 : y + b ^ 2 ≠ 0 := by positivity
  rw [loopFactor, div_sub_div _ _ h1 h2, div_div, div_eq_div_iff (mul_ne_zero h1 h2)
    (mul_ne_zero (mul_ne_zero h1 h2) h)]
  ring
```

For y ≥ 0,

y/((y + a²)(y + b²)) = (a²/(y + a²) − b²/(y + b²))/(a² − b²).

On the common denominator, the numerator of the difference is

a²(y + b²) − b²(y + a²) = (a² − b²) y,

and division by a² − b² leaves the left side. The proof first checks that every denominator is non-zero, then multiplies out and lets `ring` compare the polynomials.

```lean
/-- For distinct positive masses the Fourier transform of the iterated potential converges and
equals `4π` times `loopFactor` at squared momentum `q²`. -/
theorem iteratedPotential_fourier {a b : ℝ} (ha : 0 < a) (hb : 0 < b) (hab : a ≠ b) (q : ℝ) :
    IntegrableOn (fun r : ℝ => r ^ 2 * iteratedPotential a b r * Real.sinc (q * r)) (Ioi 0) ∧
    radialFourier (iteratedPotential a b) q = 4 * Real.pi * loopFactor a b (q ^ 2) := by
  obtain ⟨ia, va⟩ := yukawa_fourier ha q
  obtain ⟨ib, vb⟩ := yukawa_fourier hb q
  have hpf := loopFactor_partial_fractions ha hb hab (sq_nonneg q)
  -- the potential is a weighted difference of two Yukawa potentials
  have heq : (fun r : ℝ => r ^ 2 * iteratedPotential a b r * Real.sinc (q * r)) = fun r =>
      a ^ 2 / (a ^ 2 - b ^ 2) * (r ^ 2 * yukawa a r * Real.sinc (q * r)) -
      b ^ 2 / (a ^ 2 - b ^ 2) * (r ^ 2 * yukawa b r * Real.sinc (q * r)) := by
    funext r
    rw [iteratedPotential, yukawa, yukawa, ← div_div]
    ring
  have ja := ia.const_mul (a ^ 2 / (a ^ 2 - b ^ 2))
  have jb := ib.const_mul (b ^ 2 / (a ^ 2 - b ^ 2))
  unfold radialFourier at va vb ⊢
  rw [heq]
  refine ⟨ja.sub jb, ?_⟩
  rw [integral_sub ja jb, integral_const_mul, integral_const_mul]
  linear_combination a ^ 2 / (a ^ 2 - b ^ 2) * va - b ^ 2 / (a ^ 2 - b ^ 2) * vb
    - 4 * Real.pi * hpf
```

This theorem joins the two definitions: the transform of V at q is 4π times `loopFactor` at y = q². Write V as a weighted difference of Yukawa potentials,

V(r) = a²/(a² − b²) · e^(−ar)/r − b²/(a² − b²) · e^(−br)/r.

The transform is linear, so it equals

4π (a²/(q² + a²) − b²/(q² + b²))/(a² − b²) = 4πq²/((q² + a²)(q² + b²)).

In Lean, `heq` is the decomposition under the integral, and `ja` and `jb` are the integrability statements that allow the integral to be split. The last line, `linear_combination`, adds the two Yukawa results `va` and `vb` with their weights and uses the partial fractions `hpf`.

## No volume integral

```lean
/-- For distinct positive masses the integral over `r > 0` of `r²` times the iterated potential,
which is the volume integral without its factor `4π`, converges and vanishes. -/
theorem iteratedPotential_volume_zero {a b : ℝ} (ha : 0 < a) (hb : 0 < b) (hab : a ≠ b) :
    IntegrableOn (fun r : ℝ => r ^ 2 * iteratedPotential a b r) (Ioi 0) ∧
    ∫ r in Ioi (0 : ℝ), r ^ 2 * iteratedPotential a b r = 0 := by
  have h := iteratedPotential_fourier ha hb hab 0
  simp only [radialFourier, zero_mul, Real.sinc_zero, mul_one] at h
  have hpi : 4 * Real.pi ≠ 0 := by positivity
  exact ⟨h.1, mul_left_cancel₀ hpi (h.2.trans (by simp [loopFactor]))⟩
```

At q = 0 the sinc factor is 1 and the right side of the previous theorem is zero, so 4π ∫₀^∞ r² V dr = 0. The proof sets q = 0 and cancels 4π. The direct check is equally short:

(a² · 1/a² − b² · 1/b²)/(a² − b²) = 0.

For a non-relativistic electron treated in first-order perturbation theory, this means that a fixed mass pair gives no energy shift of the contact form |ψ(0)|² ∫ V d³r, where ψ is the unperturbed wave function.

## The limit of equal masses

```lean
/-- At fixed `r > 0` and `a > 0`, the iterated potential tends to `(1 - ar/2) exp(-ar) / r` as
the second mass `b ≠ a` approaches `a`. -/
theorem iteratedPotential_equal_mass {a r : ℝ} (ha : 0 < a) (hr : 0 < r) :
    Tendsto (fun b => iteratedPotential a b r) (𝓝[≠] a)
      (𝓝 ((1 - a * r / 2) * Real.exp (-(a * r)) / r)) := by
  have hd := ((hasDerivAt_id' a).fun_pow 2).fun_mul
    ((hasDerivAt_id' a).mul_const r).fun_neg.exp
  have hden : Tendsto (fun b : ℝ => (a + b) * r) (𝓝[≠] a) (𝓝 ((a + a) * r)) :=
    ((by fun_prop : Continuous fun b : ℝ => (a + b) * r).tendsto a).mono_left nhdsWithin_le_nhds
  have hne : (a + a) * r ≠ 0 := by positivity
  have h := (hasDerivAt_iff_tendsto_slope.mp hd).div hden hne
  -- the potential is a difference quotient in the mass, divided by `(a + b) r`
  refine Tendsto.congr' ?_ (h.trans_eq ?_)
  · filter_upwards [self_mem_nhdsWithin, mem_nhdsWithin_of_mem_nhds (Ioi_mem_nhds ha)]
      with b hb hb0
    have hba : b ≠ a := hb
    have hbp : 0 < b := hb0
    have hi : (b - a)⁻¹ * (b - a) = 1 := inv_mul_cancel₀ (sub_ne_zero.mpr hba)
    have h1 : (a + b) * r ≠ 0 := by positivity
    have h2 := mul_ne_zero (sq_sub_sq_ne_zero ha hbp hba.symm) hr.ne'
    simp only [Pi.div_apply, slope_def_module, smul_eq_mul, iteratedPotential]
    rw [div_eq_div_iff h1 h2]
    linear_combination (a ^ 2 * Real.exp (-(a * r)) - b ^ 2 * Real.exp (-(b * r))) *
      (a + b) * r * hi
  · congr 1
    rw [div_eq_div_iff hne hr.ne']
    norm_num
    ring

end

end IteratedVacuumPolarization
```

`Tendsto` expresses a limit. The symbol `𝓝[≠] a` says that b approaches a without being equal to it, and r stays fixed. With f(s) = s² e^(−sr), the potential is a difference quotient in the mass:

V(r) = (f(b) − f(a))/(b − a) · 1/((a + b) r).

As b → a, the quotient tends to f′(a) = (2a − a²r) e^(−ar) and the denominator (a + b) r tends to 2ar. Hence

V(r) → (2a − a²r) e^(−ar)/(2ar) = (1 − ar/2) e^(−ar)/r.

In the proof, `hd` is the derivative of f at a, `hden` is the limit of the denominator, and `h` divides one by the other. The first bullet shows that the quotient equals V for every b near a with b ≠ a and b > 0; the second simplifies the limiting value.

## The integral over both masses

In a calculation for an atom or ion, V is the kernel of a double integral. Let m be the electron mass, α the fine-structure constant and Z the charge number of a point nucleus, and put a = 2mt and b = 2mu with t, u ≥ 1. The one-loop weight is

w(t) = (2α/3π) (1 + 1/(2t²)) √(t² − 1)/t²,

and the iterated contribution to the electron's potential energy is

U(r) = −Zα ∫₁^∞ dt ∫₁^∞ du w(t) w(u) V(r), with V taken at a = 2mt and b = 2mu.

If both integrals are done on the same set of quadrature nodes, the diagonal terms have t = u, and there the equal-mass expression (1 − ar/2) e^(−ar)/r takes the place of V.

The theorems hold for one mass pair at a time; the integration over t and u is the step that leads from them to the physical potential. The Källén–Sabry potential is U(r) together with the two-loop diagrams in which a photon is exchanged inside a single electron loop.

```lean
#print axioms IteratedVacuumPolarization.iteratedPotential_volume_zero
#print axioms IteratedVacuumPolarization.iteratedPotential_equal_mass
```

```
'IteratedVacuumPolarization.iteratedPotential_volume_zero' depends on axioms: [propext, Classical.choice, Quot.sound]
'IteratedVacuumPolarization.iteratedPotential_equal_mass' depends on axioms: [propext, Classical.choice, Quot.sound]
```
